# Shifting q by a reciprocal lattice vector conjugates the dynamical matrix by a diagonal unitary

Let \(\tau_k\) be the position of atom \(k\) in the unit cell, \(S\) a finite set of lattice vectors \(R\), and \(\Phi(R)\) the real force constants between the home cell and the cell at \(R\), each divided by the square root of the product of the two atomic masses. I write a matrix index as a pair of atom and Cartesian direction, \(p=(k,\alpha)\) and \(r=(l,\beta)\), and put the atomic positions into the phases:

\[
D_{pr}(q)=\sum_{R\in S}\Phi_{pr}(R)\,e^{iq\cdot(R+\tau_l-\tau_k)} .
\]

With this convention my \(D(q+G)\) is not equal to \(D(q)\) for a reciprocal lattice vector \(G\), although the phonon frequencies agree. I believe that \(D(q+G)=U^\dagger D(q)\,U\) with \(U\) diagonal and unitary, with entries \(e^{iG\cdot\tau_k}\). Can this be made rigorous and checked by machine, including when \(D\) itself is periodic?

## Lattice phases drop out, atomic phases remain

Yes. Assume that \(G\cdot R\in2\pi\mathbb Z\) for every \(R\in S\), which says that the plane wave \(e^{iG\cdot x}\) equals 1 at each of these lattice vectors. The exponent at \(q+G\) is

\[
(q+G)\cdot(R+\tau_l-\tau_k)=q\cdot(R+\tau_l-\tau_k)+G\cdot R+G\cdot(\tau_l-\tau_k).
\]

Since \(e^{iG\cdot R}=1\), and the last term does not depend on \(R\), its phase comes out of the sum:

\[
D_{pr}(q+G)=e^{iG\cdot(\tau_l-\tau_k)}D_{pr}(q)
=e^{-iG\cdot\tau_k}\,D_{pr}(q)\,e^{iG\cdot\tau_l}.
\]

The right-hand side is the \((p,r)\) entry of \(U^\dagger D(q)U\). The diagonal entries of \(U\) have modulus one, so \(UU^\dagger=1\).

Two consequences concern the spectrum. First,
\[
\det(x-U^\dagger D(q)U)=\det\big(U^\dagger(x-D(q))U\big)=\det(x-D(q)),
\]
so the characteristic polynomials agree. Second, if \(D(q)e=we\), then
\[
D(q+G)\,U^\dagger e=U^\dagger D(q)UU^\dagger e=w\,U^\dagger e .
\]

At a given \(q\), the equality \(D(q+G)=D(q)\) means \((e^{iG\cdot(\tau_l-\tau_k)}-1)D_{pr}(q)=0\) for all \(p,r\). Each entry must therefore either vanish or couple atoms with \(G\cdot(\tau_l-\tau_k)\in2\pi\mathbb Z\).

Hermiticity follows from two further conditions, which are sufficient but not necessary: \(S\) contains \(-R\) along with \(R\), and \(\Phi_{rp}(-R)=\Phi_{pr}(R)\). The second expresses the symmetry of mixed second derivatives of the energy together with translation invariance. Substituting \(R\to-R\) gives

\[
\overline{D_{rp}(q)}=\sum_{R\in S}\Phi_{rp}(R)e^{-iq\cdot(R+\tau_k-\tau_l)}
=\sum_{R\in S}\Phi_{pr}(R)e^{iq\cdot(R+\tau_l-\tau_k)}=D_{pr}(q).
\]

## One atom per cell, and a chain with two

With a single atom in the cell, \(\tau_l-\tau_k=0\) always. Then \(U\) is a multiple of the identity and \(D(q+G)=D(q)\).

For two atoms, take a chain with a cell of length 1, sites \(\tau_0=0\) and \(\tau_1=1/2\), unit masses and equal springs \(K\). This is the monatomic chain of spacing \(1/2\) described in a doubled cell, and \(G=2\pi\) is a reciprocal lattice vector for the doubled cell. Atom 0 is joined to atom 1 in the home cell and in the cell at \(R=-1\), so

\[
D_{01}(q)=-K\left(e^{iq/2}+e^{-iq/2}\right)=-2K\cos(q/2).
\]

This changes sign under \(q\to q+2\pi\). Now set \(K=1\) and \(q=2\pi/3\). The diagonal entries are 2, and by hand

\[
D(q)=\begin{pmatrix}2&-1\\-1&2\end{pmatrix},\qquad
D(q+2\pi)=\begin{pmatrix}2&1\\1&2\end{pmatrix},\qquad
U=\begin{pmatrix}1&0\\0&-1\end{pmatrix}.
\]

Both matrices have eigenvalues 1 and 3. The normalised mode \((1,1)/\sqrt2\) with \(w=1\) becomes \(U^\dagger e=(1,-1)/\sqrt2\), again with \(w=1\).

## The Lean file

```lean
import Mathlib

open Matrix

namespace DynamicalMatrix

noncomputable section

/-- Vectors in `d`-dimensional space, in Cartesian components. -/
abbrev Vec (d : ℕ) := Fin d → ℝ

variable {d : ℕ} {κ : Type*}

/-- The dynamical matrix at wavevector `q`, for force constants `Φ` on the finite set `S` of
lattice vectors and atoms at `τ` in the cell; indices are pairs (atom, direction). -/
def dynMat (S : Finset (Vec d)) (Φ : Vec d → Matrix (κ × Fin d) (κ × Fin d) ℝ)
    (τ : κ → Vec d) (q : Vec d) : Matrix (κ × Fin d) (κ × Fin d) ℂ :=
  Matrix.of fun p r => ∑ R ∈ S, (Φ R p r : ℂ) *
    Complex.exp (Complex.I * ((q ⬝ᵥ (R + τ r.1 - τ p.1) : ℝ) : ℂ))

/-- `G` is reciprocal to `S`: `G · R` is an integer multiple of `2π` for each `R` in `S`. -/
def IsReciprocal (S : Finset (Vec d)) (G : Vec d) : Prop :=
  ∀ R ∈ S, ∃ n : ℤ, G ⬝ᵥ R = 2 * Real.pi * n

/-- The diagonal matrix of the phases `exp(i G · τ_k)` at the atomic positions. -/
def phase [DecidableEq κ] (τ : κ → Vec d) (G : Vec d) :
    Matrix (κ × Fin d) (κ × Fin d) ℂ :=
  Matrix.diagonal fun p => Complex.exp (Complex.I * ((G ⬝ᵥ τ p.1 : ℝ) : ℂ))

/-- Complex conjugation reverses the sign of a real phase angle. -/
lemma star_phase (x : ℝ) :
    star (Complex.exp (Complex.I * (x : ℂ))) = Complex.exp (-(Complex.I * (x : ℂ))) := by
  rw [Complex.star_def, ← Complex.exp_conj]
  simp

/-- A phase factor is one exactly when its angle is an integer multiple of `2π`. -/
lemma phase_eq_one_iff (x : ℝ) :
    Complex.exp (Complex.I * (x : ℂ)) = 1 ↔ ∃ n : ℤ, x = 2 * Real.pi * n := by
  rw [Complex.exp_eq_one_iff]
  constructor
  · rintro ⟨n, hn⟩
    refine ⟨n, Complex.ofReal_injective (mul_left_cancel₀ Complex.I_ne_zero ?_)⟩
    rw [hn]
    push_cast
    ring
  · rintro ⟨n, hn⟩
    refine ⟨n, ?_⟩
    rw [hn]
    push_cast
    ring

/-- Under a shift by a reciprocal vector `G`, each entry of the dynamical matrix is multiplied
by `exp(i G · (τ_l - τ_k))`. -/
theorem dynMat_shift_apply {S : Finset (Vec d)} {G : Vec d} (hG : IsReciprocal S G)
    (Φ : Vec d → Matrix (κ × Fin d) (κ × Fin d) ℝ) (τ : κ → Vec d) (q : Vec d)
    (p r : κ × Fin d) :
    dynMat S Φ τ (q + G) p r =
      Complex.exp (Complex.I * ((G ⬝ᵥ (τ r.1 - τ p.1) : ℝ) : ℂ)) * dynMat S Φ τ q p r := by
  simp only [dynMat, Matrix.of_apply, Finset.mul_sum]
  refine Finset.sum_congr rfl fun R hR => ?_
  obtain ⟨n, hn⟩ := hG R hR
  -- the lattice part of the additional phase is a multiple of 2π
  have h : (q + G) ⬝ᵥ (R + τ r.1 - τ p.1) =
      G ⬝ᵥ (τ r.1 - τ p.1) + q ⬝ᵥ (R + τ r.1 - τ p.1) + 2 * Real.pi * n := by
    rw [← hn]
    simp only [add_dotProduct, dotProduct_add, dotProduct_sub]
    ring
  have key : Complex.exp (Complex.I * (((q + G) ⬝ᵥ (R + τ r.1 - τ p.1) : ℝ) : ℂ)) =
      Complex.exp (Complex.I * ((G ⬝ᵥ (τ r.1 - τ p.1) : ℝ) : ℂ)) *
        Complex.exp (Complex.I * ((q ⬝ᵥ (R + τ r.1 - τ p.1) : ℝ) : ℂ)) := by
    rw [← Complex.exp_add, Complex.exp_eq_exp_iff_exists_int]
    refine ⟨n, ?_⟩
    rw [h]
    push_cast
    ring
  rw [key]
  ring

/-- The dynamical matrix is unchanged by a reciprocal shift `G` exactly when each of its
non-zero entries couples atoms with `G · (τ_l - τ_k)` an integer multiple of `2π`. -/
theorem dynMat_periodic_iff {S : Finset (Vec d)} {G : Vec d} (hG : IsReciprocal S G)
    (Φ : Vec d → Matrix (κ × Fin d) (κ × Fin d) ℝ) (τ : κ → Vec d) (q : Vec d) :
    dynMat S Φ τ (q + G) = dynMat S Φ τ q ↔ ∀ p r, dynMat S Φ τ q p r = 0 ∨
      ∃ n : ℤ, G ⬝ᵥ (τ r.1 - τ p.1) = 2 * Real.pi * n := by
  constructor
  · intro h p r
    have e := dynMat_shift_apply hG Φ τ q p r
    rw [h] at e
    by_cases h0 : dynMat S Φ τ q p r = 0
    · exact Or.inl h0
    · exact Or.inr ((phase_eq_one_iff _).1
        (mul_right_cancel₀ h0 (by rw [one_mul]; exact e.symm)))
  · intro h
    ext p r
    rw [dynMat_shift_apply hG]
    rcases h p r with h0 | h1
    · rw [h0, mul_zero]
    · rw [(phase_eq_one_iff _).2 h1, one_mul]

/-- The dynamical matrix is Hermitian if the set of lattice vectors is inversion symmetric and
`Φ(-R)` is the transpose of `Φ(R)`. -/
theorem dynMat_isHermitian {S : Finset (Vec d)}
    {Φ : Vec d → Matrix (κ × Fin d) (κ × Fin d) ℝ} (hS : ∀ R ∈ S, -R ∈ S)
    (hΦ : ∀ R p r, Φ (-R) r p = Φ R p r) (τ : κ → Vec d) (q : Vec d) :
    (dynMat S Φ τ q).IsHermitian := by
  ext p r
  rw [Matrix.conjTranspose_apply]
  simp only [dynMat, Matrix.of_apply, star_sum]
  -- pair the term at R with the term at -R
  refine Finset.sum_nbij' (fun R => -R) (fun R => -R) hS hS (by simp) (by simp) ?_
  intro R _
  have h : -R + τ r.1 - τ p.1 = -(R + τ p.1 - τ r.1) := by abel
  rw [star_mul', star_phase, hΦ, Complex.star_def, Complex.conj_ofReal, h, dotProduct_neg,
    Complex.ofReal_neg, mul_neg]

variable [Fintype κ] [DecidableEq κ]

/-- The matrix of atomic phases is unitary. -/
theorem phase_unitary (τ : κ → Vec d) (G : Vec d) :
    phase τ G ∈ Matrix.unitaryGroup (κ × Fin d) ℂ := by
  rw [Matrix.mem_unitaryGroup_iff, Matrix.star_eq_conjTranspose, phase,
    Matrix.diagonal_conjTranspose, Matrix.diagonal_mul_diagonal, ← Matrix.diagonal_one]
  refine congrArg Matrix.diagonal (funext fun p => ?_)
  simp only [Pi.star_apply]
  rw [star_phase, ← Complex.exp_add, add_neg_cancel, Complex.exp_zero]

/-- For a reciprocal vector `G`, `D(q + G) = U† D(q) U` with `U` the diagonal matrix of the
phases `exp(i G · τ_k)`. -/
theorem dynMat_shift {S : Finset (Vec d)} {G : Vec d} (hG : IsReciprocal S G)
    (Φ : Vec d → Matrix (κ × Fin d) (κ × Fin d) ℝ) (τ : κ → Vec d) (q : Vec d) :
    dynMat S Φ τ (q + G) = (phase τ G)ᴴ * dynMat S Φ τ q * phase τ G := by
  ext p r
  rw [dynMat_shift_apply hG, phase, Matrix.diagonal_conjTranspose, Matrix.mul_diagonal,
    Matrix.diagonal_mul, Pi.star_apply, star_phase]
  -- the phase difference splits into a left and a right factor
  have h : Complex.exp (Complex.I * ((G ⬝ᵥ (τ r.1 - τ p.1) : ℝ) : ℂ)) =
      Complex.exp (-(Complex.I * ((G ⬝ᵥ τ p.1 : ℝ) : ℂ))) *
        Complex.exp (Complex.I * ((G ⬝ᵥ τ r.1 : ℝ) : ℂ)) := by
    rw [← Complex.exp_add, dotProduct_sub]
    congr 1
    push_cast
    ring
  rw [h]
  ring

/-- The dynamical matrices at `q` and `q + G` have the same characteristic polynomial. -/
theorem dynMat_shift_charpoly {S : Finset (Vec d)} {G : Vec d} (hG : IsReciprocal S G)
    (Φ : Vec d → Matrix (κ × Fin d) (κ × Fin d) ℝ) (τ : κ → Vec d) (q : Vec d) :
    (dynMat S Φ τ (q + G)).charpoly = (dynMat S Φ τ q).charpoly := by
  have hU : phase τ G * (phase τ G)ᴴ = 1 :=
    Matrix.mem_unitaryGroup_iff.1 (phase_unitary τ G)
  rw [dynMat_shift hG, Matrix.mul_assoc, Matrix.charpoly_mul_comm, Matrix.mul_assoc, hU,
    Matrix.mul_one]

/-- If `D(q) e = w e`, then `U† e` satisfies the same equation at `q + G`, with the same `w`. -/
theorem dynMat_shift_mode {S : Finset (Vec d)} {G : Vec d} (hG : IsReciprocal S G)
    (Φ : Vec d → Matrix (κ × Fin d) (κ × Fin d) ℝ) (τ : κ → Vec d) (q : Vec d)
    {e : κ × Fin d → ℂ} {w : ℂ} (he : dynMat S Φ τ q *ᵥ e = w • e) :
    dynMat S Φ τ (q + G) *ᵥ ((phase τ G)ᴴ *ᵥ e) = w • ((phase τ G)ᴴ *ᵥ e) := by
  have hU : phase τ G * (phase τ G)ᴴ = 1 :=
    Matrix.mem_unitaryGroup_iff.1 (phase_unitary τ G)
  rw [dynMat_shift hG, Matrix.mulVec_mulVec, Matrix.mul_assoc, hU, Matrix.mul_one,
    ← Matrix.mulVec_mulVec, he, Matrix.mulVec_smul]

/-- The two atoms of a chain with unit lattice constant, at `0` and `1/2`. -/
def chainSites : Fin 2 → Vec 1 := fun k _ => if k = 0 then 0 else 1 / 2

/-- The home cell of the chain and its two neighbours. -/
def chainCells : Finset (Vec 1) := {fun _ => 0, fun _ => 1, fun _ => -1}

/-- Force constants of the chain: `2K` for an atom with itself, `-K` for atoms at distance
`1/2`, and zero otherwise. -/
def chainPhi (K : ℝ) (R : Vec 1) : Matrix (Fin 2 × Fin 1) (Fin 2 × Fin 1) ℝ := fun p r =>
  if R 0 + chainSites r.1 0 - chainSites p.1 0 = 0 then 2 * K
  else if (R 0 + chainSites r.1 0 - chainSites p.1 0) ^ 2 = 1 / 4 then -K else 0

/-- The entry of the chain's dynamical matrix between its two atoms is `-2K cos(q/2)`. -/
theorem chain_offdiag (K q : ℝ) :
    dynMat chainCells (chainPhi K) chainSites (fun _ => q) (0, 0) (1, 0) =
      ((-2 * K * Real.cos (q / 2) : ℝ) : ℂ) := by
  have h1 : (fun _ => 0 : Vec 1) ∉ ({fun _ => 1, fun _ => -1} : Finset (Vec 1)) := by
    intro h
    simp only [Finset.mem_insert, Finset.mem_singleton] at h
    rcases h with h | h
    · have := congrFun h 0
      norm_num at this
    · have := congrFun h 0
      norm_num at this
  have h2 : (fun _ => 1 : Vec 1) ∉ ({fun _ => -1} : Finset (Vec 1)) := by
    intro h
    have := congrFun (Finset.mem_singleton.1 h) 0
    norm_num at this
  have a0 : chainPhi K (fun _ => 0) (0, 0) (1, 0) = -K := by
    norm_num [chainPhi, chainSites]
  have a1 : chainPhi K (fun _ => 1) (0, 0) (1, 0) = 0 := by
    norm_num [chainPhi, chainSites]
  have a2 : chainPhi K (fun _ => -1) (0, 0) (1, 0) = -K := by
    norm_num [chainPhi, chainSites]
  have dot : ∀ a : ℝ, (fun _ : Fin 1 => q) ⬝ᵥ
      ((fun _ => a) + chainSites 1 - chainSites 0) = q * (a + 1 / 2) := by
    intro a
    simp [dotProduct, chainSites]
  rw [dynMat, Matrix.of_apply, chainCells, Finset.sum_insert h1, Finset.sum_insert h2,
    Finset.sum_singleton]
  simp only [a0, a1, a2, dot]
  -- the two springs contribute opposite phases
  have e1 : Complex.I * ((q * (0 + 1 / 2) : ℝ) : ℂ) = ((q / 2 : ℝ) : ℂ) * Complex.I := by
    push_cast
    ring
  have e2 : Complex.I * ((q * (-1 + 1 / 2) : ℝ) : ℂ) = -((q / 2 : ℝ) : ℂ) * Complex.I := by
    push_cast
    ring
  rw [e1, e2]
  push_cast
  rw [Complex.cos]
  ring

/-- For the chain with `K ≠ 0`, `2π` is reciprocal, the cells and force constants have the
symmetries used for Hermiticity, and the dynamical matrices at `2π` and `0` differ. -/
theorem chain_witness {K : ℝ} (hK : K ≠ 0) :
    IsReciprocal chainCells (fun _ => 2 * Real.pi) ∧
    (∀ R ∈ chainCells, -R ∈ chainCells) ∧
    (∀ R p r, chainPhi K (-R) r p = chainPhi K R p r) ∧
    dynMat chainCells (chainPhi K) chainSites (fun _ => 2 * Real.pi) ≠
      dynMat chainCells (chainPhi K) chainSites (fun _ => 0) := by
  refine ⟨?_, ?_, ?_, ?_⟩
  · intro R hR
    simp only [chainCells, Finset.mem_insert, Finset.mem_singleton] at hR
    rcases hR with rfl | rfl | rfl
    · exact ⟨0, by simp [dotProduct]⟩
    · exact ⟨1, by simp [dotProduct]⟩
    · exact ⟨-1, by simp [dotProduct]⟩
  · intro R hR
    simp only [chainCells, Finset.mem_insert, Finset.mem_singleton] at hR ⊢
    rcases hR with rfl | rfl | rfl
    · left
      funext i
      simp
    · right; right
      funext i
      simp
    · right; left
      funext i
      simp
  · intro R p r
    have h : (-R) 0 + chainSites p.1 0 - chainSites r.1 0 =
        -(R 0 + chainSites r.1 0 - chainSites p.1 0) := by
      rw [Pi.neg_apply]
      ring
    simp only [chainPhi, h, neg_eq_zero, neg_sq]
  · intro h
    -- the off-diagonal entry changes sign
    have e := congrFun (congrFun h (0, 0)) (1, 0)
    rw [chain_offdiag, chain_offdiag] at e
    have e' := Complex.ofReal_injective e
    rw [show 2 * Real.pi / 2 = Real.pi by ring, zero_div, Real.cos_pi, Real.cos_zero] at e'
    exact hK (by linarith)

end

end DynamicalMatrix
```

```lean
#print axioms DynamicalMatrix.dynMat_shift_apply
-- 'DynamicalMatrix.dynMat_shift_apply' depends on axioms: [propext, Classical.choice, Quot.sound]
#print axioms DynamicalMatrix.dynMat_isHermitian
-- 'DynamicalMatrix.dynMat_isHermitian' depends on axioms: [propext, Classical.choice, Quot.sound]
#print axioms DynamicalMatrix.dynMat_shift_charpoly
-- 'DynamicalMatrix.dynMat_shift_charpoly' depends on axioms: [propext, Classical.choice, Quot.sound]
#print axioms DynamicalMatrix.dynMat_shift_mode
-- 'DynamicalMatrix.dynMat_shift_mode' depends on axioms: [propext, Classical.choice, Quot.sound]
```

## What the definitions and theorems say

`Vec d` is real \(d\)-dimensional space in Cartesian components, and `⬝ᵥ` is the dot product. The type `κ` labels the atoms, so an index `p : κ × Fin d` has atom `p.1`, and the phases in `dynMat` do not depend on the Cartesian directions. `Φ` is a real matrix for each vector `R`; the theorems do not require mass factors, but with \(1/\sqrt{m_km_l}\) included, as above, the eigenvalue `w` is the squared phonon frequency \(\omega^2\). `phase τ G` is \(U\), and `ᴴ` is the conjugate transpose.

`IsReciprocal S G` asks for \(G\cdot R\in2\pi\mathbb Z\) only on the set `S`. Every general theorem about \(D(q+G)\) in the file assumes it. If `S` consists of lattice vectors, every reciprocal lattice vector satisfies it, but a small `S` may admit other vectors too. `S` itself is an arbitrary finite set of vectors; no lattice structure is required.

The main theorem, `dynMat_shift`, states \(D(q+G)=U^\dagger D(q)U\) for every `q`, every choice of `τ` and all real force constants, symmetric or not. `phase_unitary` states that \(U\) is unitary, `dynMat_shift_charpoly` gives equal characteristic polynomials, and `dynMat_shift_mode` transports solutions of the eigenvalue equation. `dynMat_periodic_iff` is the periodicity criterion at one fixed `q`. The symmetry conditions on `S` and `Φ` are assumed only in `dynMat_isHermitian`; `chain_witness` verifies them for the chain.

The model is harmonic, with given force constants and finitely many cells. The infinite lattice sums of long-range Coulomb forces are not treated, and neither stability nor the acoustic sum rule is assumed or derived.

For phonon calculations with finitely many harmonic force constants in this phase convention, the result helps to compare eigenvectors at equivalent wavevectors: applying \(U^\dagger\) to an eigenvector at \(q\) gives one at \(q+G\) with the same eigenvalue. An eigenvector computed separately at \(q+G\), with the same eigenvalue and the same norm, may still differ from it by a phase, or by mixing within a degenerate eigenspace.

## How the proofs follow the algebra

`star_phase` is \(\overline{e^{ix}}=e^{-ix}\) for real \(x\), and `phase_eq_one_iff` says that \(e^{ix}=1\) exactly when \(x\in2\pi\mathbb Z\).

`dynMat_shift_apply` is the entrywise calculation. `Finset.mul_sum` moves the common phase inside the sum, and `Finset.sum_congr` reduces the claim to one `R`. There `h` is the expansion of the exponent, with \(G\cdot R\) replaced by \(2\pi n\). The step `key` then uses the fact that two exponentials are equal when their exponents differ by an integer multiple of \(2\pi i\).

`dynMat_shift` evaluates the product with the two diagonal matrices entry by entry, and its `h` splits \(e^{iG\cdot(\tau_l-\tau_k)}\) into the left and right factors. `phase_unitary` multiplies the diagonal entries by their conjugates.

For the characteristic polynomial, Lean takes a slightly different route from the determinant above: `Matrix.charpoly_mul_comm` moves \(U^\dagger\) from the left end of the product to the right, where \(UU^\dagger=1\) removes it. `dynMat_shift_mode` cancels the same product before applying `he`, the eigenvalue equation at `q`.

In `dynMat_periodic_iff`, the forward direction divides by an entry when it is non-zero; the converse checks the two cases separately. In `dynMat_isHermitian`, `Finset.sum_nbij'` pairs the term at `R` with the term at `-R`, which is the substitution made above.

For the chain, `chainPhi` assigns force constants by interatomic distance. `chain_offdiag` evaluates the three terms of the sum, one of which is zero, and combines the other two into the cosine. `chain_witness` verifies the reciprocity and symmetry conditions for \(G=2\pi\) and any \(K\neq0\), then compares \(q=2\pi\) with \(q=0\). The off-diagonal entries are \(2K\) and \(-2K\), so the two matrices differ even though `dynMat_shift` applies to them.
